# The Fourth-Order Error of the Imaginary Shift in the Hylleraas Energy, for Excitation Energies Bounded Away from Zero

Take one normalised excited configuration with real coupling $v$ to the normalised reference. The energy denominator $d \neq 0$ is the zeroth-order energy of this configuration minus that of the reference. Its first-order amplitude is $-v/d$ and its second-order energy is $-v^2/d$. For $v \neq 0$ both diverge as $d \to 0$, which is the intruder-state problem. The imaginary shift replaces $d$ by $d + is$, with $s$ real, and keeps the real part of the amplitude:

$$t = \operatorname{Re}\frac{-v}{d+is} = -\frac{v d}{d^2+s^2}.$$

The amplitude now misses its unshifted value by

$$t + \frac{v}{d} = \frac{v s^2}{d(d^2+s^2)}.$$

If the energy is computed as $vt$, this error is passed on with one more factor $v$, and it has the prefactor $s^2$. The Hylleraas expression $d t^2 + 2vt$ behaves better. Completing the square gives

$$d t^2 + 2 v t = -\frac{v^2}{d} + d\left(t + \frac{v}{d}\right)^2 = -\frac{v^2}{d} + \frac{v^2 s^4}{d(d^2+s^2)^2}.$$

The expression is stationary at the unshifted amplitude, so the amplitude error enters only as its square. The remaining energy error has the sign of $d$ (for $v, s \neq 0$), so for a negative denominator the Hylleraas energy lies below the unshifted one.

## Coupled configurations

Let $A$ be a symmetric, invertible operator on a complex inner product space. It represents the zeroth-order Hamiltonian minus the zeroth-order energy of the reference, acting on the excited configurations, and it may have eigenvalues of both signs. Let the vector $v$ now hold the couplings. The unshifted amplitude vector is $-A^{-1}v$. The shifted one is

$$x = -Ay, \qquad (A^2+s^2)\,y = v,$$

and the energy is $J(x) = 2\operatorname{Re}\langle v,x\rangle + \operatorname{Re}\langle x,Ax\rangle$. The claim is

$$J(-Ay) = -\operatorname{Re}\langle v,A^{-1}v\rangle + s^4\operatorname{Re}\langle y,A^{-1}y\rangle .$$

To derive it, eliminate $v$ in favour of $y$. The shifted equation gives $v = A^2y + s^2y$ and $A^{-1}v = Ay + s^2A^{-1}y$. Write

$$a = \operatorname{Re}\langle A^2y,Ay\rangle,\qquad b = \operatorname{Re}\langle y,Ay\rangle,\qquad c = \operatorname{Re}\langle y,A^{-1}y\rangle .$$

Exchanging the arguments of an inner product does not change its real part. Hence $\operatorname{Re}\langle Ay,A^2y\rangle = a$, and

$$J(-Ay) = -2(a + s^2 b) + a = -a - 2s^2 b .$$

The symmetry of $A$ gives $\operatorname{Re}\langle A^2y,A^{-1}y\rangle = \operatorname{Re}\langle Ay,y\rangle = b$, so

$$\operatorname{Re}\langle v,A^{-1}v\rangle = a + s^2b + s^2b + s^4c = a + 2s^2b + s^4c .$$

Adding the two lines leaves $s^4c$, as claimed.

## A bound from the excitation energy closest to zero

The vector $y$ itself depends on $s$, so the prefactor $s^4$ does not yet bound the error. Suppose that $\|Au\| \ge g\|u\|$ for all $u$, with $g>0$. Physically, no excitation energy lies closer to zero than $g$, so there is no intruder on that scale. Since $\langle A^2y,y\rangle = \|Ay\|^2$,

$$\|v\|^2 = \|A^2y\|^2 + 2s^2\|Ay\|^2 + s^4\|y\|^2 \ge \|A^2y\|^2 \ge g^4\|y\|^2 .$$

The gap condition applied to $A^{-1}y$ gives $\|A^{-1}y\| \le \|y\|/g$. By the Cauchy–Schwarz inequality,

$$s^4\,|\operatorname{Re}\langle y,A^{-1}y\rangle| \le \frac{s^4\|y\|^2}{g} \le \frac{s^4\|v\|^2}{g^5}.$$

In multireference second-order perturbation theory this limits how much a small shift can change the Hylleraas energy, provided that the shift acts through the full operator $A$, as it does here, and all excitation energies stay away from zero. A scheme that shifts only the diagonal part of a non-diagonal $A$ is a different model. Near an intruder the reference value $-\operatorname{Re}\langle v,A^{-1}v\rangle$ can itself be unphysically large, and a large difference from it is then what the shift is meant to produce.

## The energy functional and the shifted equation in Lean

The space `E` is a complex inner product space of any dimension. Its elements are coefficient vectors in an orthonormal description of the excited configurations, so overlaps between configurations must already have been removed.

```lean
import Mathlib

open Filter Topology

namespace ImaginaryShiftError

noncomputable section

variable {E : Type*} [NormedAddCommGroup E] [InnerProductSpace ℂ E]
```

The energy is defined for any linear map `A`. The docstrings call `A` the excitation operator. This means the operator whose eigenvalues are the zeroth-order excitation energies, not an operator that promotes electrons from one orbital to another. Mathlib's inner product is conjugate-linear in its first argument, and the real part makes the result a real number.

```lean
/-- The Hylleraas energy `2 Re⟨v,x⟩ + Re⟨x,Ax⟩` of a first-order amplitude vector `x`, with
excitation operator `A` and coupling vector `v`. -/
def hylleraas (A : E →ₗ[ℂ] E) (v x : E) : ℝ :=
  2 * (inner ℂ v x).re + (inner ℂ x (A x)).re
```

The shifted equation is a relation between `v` and `y`, with no inverse of $A^2+s^2$ in it. The theorems about the error therefore hold for any `y` that satisfies the equation.

```lean
/-- The vector `y` solves the equation `(A² + s²) y = v` of the imaginary shift `s`. -/
def SolvesShifted (A : E →ₗ[ℂ] E) (s : ℝ) (v y : E) : Prop :=
  A (A y) + ((s ^ 2 : ℝ) : ℂ) • y = v
```

## Solvability, even for a singular operator

The first lemma is the norm expansion used in the bound. `norm_add_sq` expands the square, `h` evaluates the cross term by moving one `A` across the inner product, and `n` evaluates the last norm.

```lean
/-- For a symmetric excitation operator the squared norm of `(A² + s²) y` is a sum of three
nonnegative terms. -/
theorem norm_sq_shifted (A : E →ₗ[ℂ] E) (hA : A.IsSymmetric) (s : ℝ) (y : E) :
    ‖A (A y) + ((s ^ 2 : ℝ) : ℂ) • y‖ ^ 2
      = ‖A (A y)‖ ^ 2 + 2 * s ^ 2 * ‖A y‖ ^ 2 + s ^ 4 * ‖y‖ ^ 2 := by
  have e : (inner ℂ (A y) (A y)).re = ‖A y‖ ^ 2 := inner_self_eq_norm_sq (𝕜 := ℂ) (A y)
  -- the symmetry of `A` turns this inner product into `s² ‖A y‖²`
  have h : RCLike.re (inner ℂ (A (A y)) (((s ^ 2 : ℝ) : ℂ) • y)) = s ^ 2 * ‖A y‖ ^ 2 := by
    change (inner ℂ (A (A y)) (((s ^ 2 : ℝ) : ℂ) • y)).re = _
    rw [inner_smul_right, hA (A y) y, Complex.re_ofReal_mul, e]
  have n : ‖((s ^ 2 : ℝ) : ℂ) • y‖ = s ^ 2 * ‖y‖ := by
    rw [norm_smul, Complex.norm_real, Real.norm_of_nonneg (sq_nonneg s)]
  rw [norm_add_sq (𝕜 := ℂ), h, n]
  ring
```

If $(A^2+s^2)y = 0$ and $s \neq 0$, the expansion forces $s^4\|y\|^2 = 0$, hence $y = 0$. The map $A^2+s^2$, called `T` in the code, is therefore injective, and in finite dimension an injective linear map from a space to itself is also surjective. An excitation energy that is exactly zero does no harm here: the shifted amplitudes exist even though the unshifted ones may not.

```lean
/-- In a finite configuration space the equation of a nonzero imaginary shift has exactly one
solution for every symmetric excitation operator, singular ones included. -/
theorem existsUnique_solvesShifted [FiniteDimensional ℂ E] (A : E →ₗ[ℂ] E)
    (hA : A.IsSymmetric) {s : ℝ} (hs : s ≠ 0) (v : E) : ∃! y, SolvesShifted A s v y := by
  let T : E →ₗ[ℂ] E := A ∘ₗ A + ((s ^ 2 : ℝ) : ℂ) • LinearMap.id
  have hT : ∀ y, T y = A (A y) + ((s ^ 2 : ℝ) : ℂ) • y := fun y => rfl
  have hinj : Function.Injective T := by
    refine (injective_iff_map_eq_zero T).2 fun y hy => ?_
    have h := norm_sq_shifted A hA s y
    rw [← hT, hy, norm_zero] at h
    have h1 : 0 ≤ ‖A (A y)‖ ^ 2 := by positivity
    have h2 : 0 ≤ 2 * s ^ 2 * ‖A y‖ ^ 2 := by positivity
    by_contra hne
    have h3 : 0 < ‖y‖ := norm_pos_iff.2 hne
    have h4 : 0 < s ^ 4 * ‖y‖ ^ 2 := by positivity
    linarith
  obtain ⟨y, hy⟩ := (LinearMap.injective_iff_surjective.1 hinj) v
  exact ⟨y, hy, fun z hz => hinj (Eq.trans hz hy.symm)⟩
```

## The exact error for coupled configurations

The comparison with the unshifted energy needs $A^{-1}$, so `A` is now a linear equivalence `E ≃ₗ[ℂ] E` and `A.symm` is its inverse. The hypothesis `hA` states $\langle Au,w\rangle = \langle u,Aw\rangle$ for all $u,w$. Neither positivity of `A` nor finite dimension is assumed.

The proof follows the derivation by hand. `subst hy` replaces `v` by $A^2y+s^2y$ everywhere, and `hu` computes $A^{-1}v$. The facts `h1` and `h2` are the two identities between inner products from the derivation, and `simp only` expands all the inner products. The code proves both identities from `hA`, although `h2` holds for any `A`.

```lean
/-- The Hylleraas energy of the imaginary-shifted amplitudes equals the unshifted second-order
energy `-⟨v,A⁻¹v⟩` plus exactly `s⁴ ⟨y,A⁻¹y⟩`, where `(A² + s²) y = v`. -/
theorem hylleraas_imaginary_shift (A : E ≃ₗ[ℂ] E) (hA : (A : E →ₗ[ℂ] E).IsSymmetric)
    {s : ℝ} {v y : E} (hy : SolvesShifted (A : E →ₗ[ℂ] E) s v y) :
    hylleraas (A : E →ₗ[ℂ] E) v (-A y)
      = -(inner ℂ v (A.symm v)).re + s ^ 4 * (inner ℂ y (A.symm y)).re := by
  have hs : ∀ a b : E, inner ℂ (A a) b = inner ℂ a (A b) := fun a b => hA a b
  simp only [SolvesShifted, LinearEquiv.coe_coe] at hy
  subst hy
  -- apply the inverse of `A` to the shifted equation
  have hu : A.symm (A (A y) + ((s ^ 2 : ℝ) : ℂ) • y)
      = A y + ((s ^ 2 : ℝ) : ℂ) • A.symm y := by
    rw [map_add, map_smul, A.symm_apply_apply]
  have h1 : (inner ℂ (A (A y)) (A.symm y)).re = (inner ℂ y (A y)).re := by
    rw [hs (A y) (A.symm y), A.apply_symm_apply, hs y y]
  have h2 : (inner ℂ (A y) (A (A y))).re = (inner ℂ (A (A y)) (A y)).re := by
    rw [hs (A y) (A y)]
  rw [hu]
  simp only [hylleraas, LinearEquiv.coe_coe, map_neg, inner_add_left, inner_add_right,
    inner_neg_left, inner_neg_right, neg_neg, inner_smul_left, inner_smul_right,
    Complex.conj_ofReal, Complex.add_re, Complex.neg_re, Complex.re_ofReal_mul]
  linear_combination h2 + s ^ 2 * h1
```

The proof turns on the `linear_combination` tactic in its last line. Given an equation to prove and a combination of known equations, the tactic subtracts the right-hand sides from the left-hand sides and asks whether the two differences agree as polynomials. It leaves the choice of coefficients to the user.

In this goal the unknowns of the polynomials are real parts of inner products. The polynomial check knows no rules for inner products, so the tactic treats $\operatorname{Re}\langle Ay,A^2y\rangle$ and $\operatorname{Re}\langle A^2y,Ay\rangle$ as unrelated quantities until `h2` connects them. After expansion, the left side of the goal minus the right side is

$$\bigl(\operatorname{Re}\langle Ay,A^2y\rangle - a\bigr) + s^2\bigl(\operatorname{Re}\langle A^2y,A^{-1}y\rangle - b\bigr).$$

The first bracket is the difference of the two sides of `h2`, and the second is that of `h1`. The expression `h2 + s ^ 2 * h1` thus records which identities are used and with what weight. Of the two, only `h1` depends on the symmetry of `A`. The terms in $s^4c$ cancel without any hypothesis.

The check succeeds here because the expansion has reduced everything to the same few inner products. Two steps serve this purpose: `v` is eliminated first, and the real factor $s^2$ is pulled out of each real part by `Complex.re_ofReal_mul`.

## The error bound in Lean

The hypothesis `hgap` is the condition on the excitation energies. For an invertible `A` in finite dimension some such `g` always exists. The bound equals $(s/g)^4$ times $\|v\|^2/g$, which is itself an upper bound on the magnitude of the unshifted second-order energy. On that scale the bound is small when $|s|$ is well below $g$.

The step `e` isolates the error by means of the exact identity. Then `h1` and `h2` give $g^4\|y\|^2 \le \|v\|^2$, `h3` controls $A^{-1}y$, and `h4` is the Cauchy–Schwarz inequality. The chain in `h5` combines them, multiplied through by $g^5$ so that no division appears until the end.

```lean
/-- If every excitation energy has magnitude at least `g > 0`, in the sense `g‖u‖ ≤ ‖Au‖`, the
Hylleraas energy of the imaginary-shifted amplitudes differs from the unshifted second-order energy
`-⟨v,A⁻¹v⟩` by at most `s⁴‖v‖²/g⁵`. -/
theorem abs_error_le (A : E ≃ₗ[ℂ] E) (hA : (A : E →ₗ[ℂ] E).IsSymmetric)
    {s g : ℝ} {v y : E} (hg : 0 < g) (hgap : ∀ u, g * ‖u‖ ≤ ‖A u‖)
    (hy : SolvesShifted (A : E →ₗ[ℂ] E) s v y) :
    |hylleraas (A : E →ₗ[ℂ] E) v (-A y) + (inner ℂ v (A.symm v)).re|
      ≤ s ^ 4 * ‖v‖ ^ 2 / g ^ 5 := by
  have e : hylleraas (A : E →ₗ[ℂ] E) v (-A y) + (inner ℂ v (A.symm v)).re
      = s ^ 4 * (inner ℂ y (A.symm y)).re := by
    rw [hylleraas_imaginary_shift A hA hy]; ring
  have hv := norm_sq_shifted (A : E →ₗ[ℂ] E) hA s y
  unfold SolvesShifted at hy
  rw [hy] at hv
  simp only [LinearEquiv.coe_coe] at hv
  -- the gap, used twice, controls `y` by `v`
  have h1 : g ^ 2 * ‖y‖ ≤ ‖A (A y)‖ := by
    calc g ^ 2 * ‖y‖ = g * (g * ‖y‖) := by ring
      _ ≤ g * ‖A y‖ := mul_le_mul_of_nonneg_left (hgap y) hg.le
      _ ≤ ‖A (A y)‖ := hgap (A y)
  have h2 : (g ^ 2 * ‖y‖) ^ 2 ≤ ‖v‖ ^ 2 := by
    have a := pow_le_pow_left₀ (by positivity) h1 2
    have b : 0 ≤ 2 * s ^ 2 * ‖A y‖ ^ 2 := by positivity
    have c : 0 ≤ s ^ 4 * ‖y‖ ^ 2 := by positivity
    linarith
  -- and once more it controls the inverse of `A` on `y`
  have h3 : g * ‖A.symm y‖ ≤ ‖y‖ := by
    have a := hgap (A.symm y)
    rwa [A.apply_symm_apply] at a
  have h4 : |(inner ℂ y (A.symm y)).re| ≤ ‖y‖ * ‖A.symm y‖ :=
    (Complex.abs_re_le_norm _).trans (norm_inner_le_norm (𝕜 := ℂ) y (A.symm y))
  have h5 : |(inner ℂ y (A.symm y)).re| * g ^ 5 ≤ ‖v‖ ^ 2 := by
    calc |(inner ℂ y (A.symm y)).re| * g ^ 5
        ≤ (‖y‖ * ‖A.symm y‖) * g ^ 5 := mul_le_mul_of_nonneg_right h4 (by positivity)
      _ = g ^ 4 * ‖y‖ * (g * ‖A.symm y‖) := by ring
      _ ≤ g ^ 4 * ‖y‖ * ‖y‖ := mul_le_mul_of_nonneg_left h3 (by positivity)
      _ = (g ^ 2 * ‖y‖) ^ 2 := by ring
      _ ≤ ‖v‖ ^ 2 := h2
  have hs4 : 0 ≤ s ^ 4 := by positivity
  rw [e, abs_mul, abs_of_nonneg hs4, le_div_iff₀ (by positivity), mul_assoc]
  exact mul_le_mul_of_nonneg_left h5 hs4
```

## One configuration in Lean

The scalar formulas have their own definitions over the real numbers. The first is the amplitude $t$ from the opening example.

```lean
/-- The imaginary-shifted amplitude of one configuration with coupling `v` and energy
denominator `d`. -/
def amplitude (v d s : ℝ) : ℝ := -v * d / (d ^ 2 + s ^ 2)
```

The second is the Hylleraas expression evaluated at that amplitude.

```lean
/-- The corrected energy contribution `d t² + 2 v t` of one configuration, evaluated at the
imaginary-shifted amplitude `t`. -/
def correctedEnergy (v d s : ℝ) : ℝ :=
  d * amplitude v d s ^ 2 + 2 * v * amplitude v d s
```

The reciprocal of the denominator appears as a number `r` with `d * r = 1`, which forces $d \neq 0$. The theorem sets the two energy formulas side by side:

$$vt + v^2r = \frac{v^2s^2r}{d^2+s^2}, \qquad dt^2+2vt+v^2r = \frac{v^2s^4r}{(d^2+s^2)^2}.$$

The proof replaces `r` by $d^{-1}$, clears the denominators with `field_simp` and compares polynomials with `ring`. Completing the square is not needed for the check, although it shows where the fourth power comes from.

```lean
/-- For one configuration, with `r` the reciprocal of the denominator `d`, the uncorrected energy
`v t` misses `-v² r` by a term with prefactor `s²`, the corrected energy by one with `s⁴`. -/
theorem single_configuration_errors (v s : ℝ) {d r : ℝ} (h : d * r = 1) :
    v * amplitude v d s + v ^ 2 * r = v ^ 2 * s ^ 2 * r / (d ^ 2 + s ^ 2) ∧
    correctedEnergy v d s + v ^ 2 * r = v ^ 2 * s ^ 4 * r / (d ^ 2 + s ^ 2) ^ 2 := by
  have hd : d ≠ 0 := left_ne_zero_of_mul_eq_one h
  have hD : d ^ 2 + s ^ 2 ≠ 0 := by positivity
  have hr : r = d⁻¹ := eq_inv_of_mul_eq_one_right h
  subst hr
  unfold correctedEnergy amplitude
  constructor
  · field_simp
    ring
  · field_simp
    ring
```

Dividing the second error by $s^4$ leaves $v^2r/(d^2+s^2)^2$, which tends to $v^2r/d^4 = v^2r^5$ as $s \to 0$. In Lean, `𝓝[≠] 0` means that `s` approaches zero from either side without reaching it. The step `hc` supplies continuity at zero, `h0` identifies the value there using only $dr=1$, and the final lines transfer the limit to the original quotient, which agrees with the simplified one for $s \neq 0$.

For $v \neq 0$ and $|d| = g$ this limit has magnitude $v^2/g^5$, which matches the general bound: a numerical factor below one in front of $s^4\|v\|^2/g^5$ would fail for small shifts. That conclusion reads the scalar model as the case $E = \mathbb{C}$ with $A$ equal to multiplication by $d$, an identification made here in prose and not in the code.

```lean
/-- As the shift tends to zero, the error of the corrected energy divided by `s⁴` tends to
`v² r⁵`, where `r` is the reciprocal of the denominator `d`. -/
theorem tendsto_error_div_pow_four (v : ℝ) {d r : ℝ} (h : d * r = 1) :
    Tendsto (fun s => (correctedEnergy v d s + v ^ 2 * r) / s ^ 4) (𝓝[≠] 0)
      (𝓝 (v ^ 2 * r ^ 5)) := by
  have hd : d ≠ 0 := left_ne_zero_of_mul_eq_one h
  have hn : (d ^ 2 + (0 : ℝ) ^ 2) ^ 2 ≠ 0 := by positivity
  have hc : ContinuousAt (fun s : ℝ => v ^ 2 * r / (d ^ 2 + s ^ 2) ^ 2) 0 :=
    ContinuousAt.div (by fun_prop) (by fun_prop) hn
  have h0 : v ^ 2 * r / (d ^ 2 + (0 : ℝ) ^ 2) ^ 2 = v ^ 2 * r ^ 5 := by
    rw [div_eq_iff hn]
    linear_combination
      (-(v ^ 2 * r * (1 + d * r + (d * r) ^ 2 + (d * r) ^ 3))) * h
  have ht : Tendsto (fun s : ℝ => v ^ 2 * r / (d ^ 2 + s ^ 2) ^ 2) (𝓝[≠] 0)
      (𝓝 (v ^ 2 * r ^ 5)) := by
    rw [← h0]
    exact hc.tendsto.mono_left nhdsWithin_le_nhds
  -- away from `s = 0` the factor `s⁴` cancels exactly
  refine ht.congr' ?_
  filter_upwards [self_mem_nhdsWithin] with s hs
  have hs0 : s ≠ 0 := hs
  have hD : d ^ 2 + s ^ 2 ≠ 0 := by positivity
  rw [(single_configuration_errors v s h).2]
  field_simp

end

end ImaginaryShiftError
```

```lean
#print axioms ImaginaryShiftError.existsUnique_solvesShifted
-- 'ImaginaryShiftError.existsUnique_solvesShifted' depends on axioms: [propext, Classical.choice, Quot.sound]
#print axioms ImaginaryShiftError.hylleraas_imaginary_shift
-- 'ImaginaryShiftError.hylleraas_imaginary_shift' depends on axioms: [propext, Classical.choice, Quot.sound]
#print axioms ImaginaryShiftError.abs_error_le
-- 'ImaginaryShiftError.abs_error_le' depends on axioms: [propext, Classical.choice, Quot.sound]
#print axioms ImaginaryShiftError.tendsto_error_div_pow_four
-- 'ImaginaryShiftError.tendsto_error_div_pow_four' depends on axioms: [propext, Classical.choice, Quot.sound]
```
